# Aufbau ordering of Janak levels at a minimum of a differentiable energy over fractional occupations

A self-consistent calculation on a metal cluster converges with several orbitals close in energy, and one that holds charge lies above one that still has room. Can these occupations minimise the energy?

## No charged level above a level with room

Let E(f) be the energy as a function of the occupations f_i of finitely many spin orbitals, with 0 ≤ f_i ≤ 1 and Σ_i f_i = N. Write ε_i = ∂E/∂f_i at f. If E is differentiable at f and f is a local minimiser among these occupations, then

f_i < 1 and f_j > 0 imply ε_j ≤ ε_i.

In Kohn–Sham theory, Janak's theorem identifies ε_i with the orbital eigenvalue when E(f) is the energy of self-consistent orbitals that are followed smoothly as f varies. Here ε_i is by definition the derivative, and the eigenvalue equation plays no part.

## Checking converged occupations

A code that fills orbitals from the bottom at zero temperature imposes this ordering on its current eigenvalues at each iteration. If occupations are optimised directly, it serves as a convergence test: the highest level with f_j > 0 must not exceed the lowest with f_i < 1, up to tolerance. A violation names a pair between which moving charge lowers E to first order. If the numbers of spin-up and spin-down electrons are fixed separately, both the filling and the test apply within each spin separately. With thermal smearing the minimised quantity includes an entropy term, so the test does not apply to the bare ε_i.

## Moving a small charge from j to i

If i = j, the claim is trivial. Otherwise let e_i be the i-th unit vector and t = min(1 − f_i, f_j) > 0. For 0 ≤ s ≤ t, the occupations f + s(e_i − e_j) are admissible: orbital i has room, orbital j holds enough charge, and the sum is unchanged. Local minimality makes the energy change nonnegative for small s > 0. Dividing by s and letting s → 0 gives

0 ≤ lim [E(f + s(e_i − e_j)) − E(f)]/s = ε_i − ε_j.

Applied both ways, this makes any two fractionally occupied orbitals degenerate.

It also yields a Fermi level μ, with ε_i ≥ μ wherever f_i < 1 and ε_i ≤ μ wherever f_i > 0: take the highest level that holds charge. If there is no charge, any μ at or below all levels works.

Now let E be convex on the admissible set and differentiable at f, where f is admissible with Fermi level μ, and let g be any other admissible occupations. For 0 < s ≤ 1, convexity gives

[E(f + s(g − f)) − E(f)]/s ≤ E(g) − E(f).

Let s → 0 and use Σ_i (g_i − f_i) = 0:

E(g) − E(f) ≥ Σ_i (g_i − f_i) ε_i = Σ_i (g_i − f_i)(ε_i − μ) ≥ 0.

Each term is nonnegative, because ε_i < μ forces f_i = 1 and ε_i > μ forces f_i = 0. So f is a global minimiser.

## The charge-transfer argument in Lean

```lean
import Mathlib

open Finset

namespace JanakAufbau

noncomputable section

variable {ι : Type*} [Fintype ι] [DecidableEq ι]

/-- The admissible occupations: each orbital holds between zero and one electron, and the
total electron number is `N`. -/
def occupations (N : ℝ) : Set (ι → ℝ) :=
  {f | (∀ i, 0 ≤ f i ∧ f i ≤ 1) ∧ ∑ i, f i = N}

/-- The Janak level of orbital `i`: the derivative of the energy `E` at `f` along the `i`-th
occupation, for `E` differentiable at `f`. -/
def janakLevel (E : (ι → ℝ) → ℝ) (f : ι → ℝ) (i : ι) : ℝ :=
  fderiv ℝ E f (Pi.single i 1)

/-- `μ` is a Fermi level for `f`: orbitals that are not full lie at or above `μ`, and orbitals
that are not empty lie at or below `μ`. -/
def IsFermiLevel (E : (ι → ℝ) → ℝ) (f : ι → ℝ) (μ : ℝ) : Prop :=
  ∀ i, (f i < 1 → μ ≤ janakLevel E f i) ∧ (0 < f i → janakLevel E f i ≤ μ)

/-- If the energy is differentiable at `f`, the Janak level is its ordinary derivative there when
only the occupation of orbital `i` is varied. -/
theorem hasDerivAt_janakLevel {E : (ι → ℝ) → ℝ} {f : ι → ℝ}
    (hE : DifferentiableAt ℝ E f) (i : ι) :
    HasDerivAt (fun t => E (Function.update f i t)) (janakLevel E f i) (f i) := by
  have h : HasFDerivAt E (fderiv ℝ E f) (Function.update f i (f i)) := by
    rw [Function.update_eq_self]
    exact hE.hasFDerivAt
  exact h.comp_hasDerivAt (f i) (hasDerivAt_update f i (f i))

/-- Moving a charge `t` from orbital `j` to orbital `i` keeps the occupations admissible, if
`i` has room for it and `j` holds that much. -/
theorem transfer_mem {N t : ℝ} {f : ι → ℝ} {i j : ι} (hf : f ∈ occupations N)
    (ht : 0 ≤ t) (hi : t ≤ 1 - f i) (hj : t ≤ f j) :
    f + t • (Pi.single i (1 : ℝ) - Pi.single j (1 : ℝ)) ∈ occupations N := by
  refine ⟨fun k => ?_, ?_⟩
  · obtain ⟨h0, h1⟩ := hf.1 k
    simp only [Pi.add_apply, Pi.smul_apply, Pi.sub_apply, Pi.single_apply, smul_eq_mul]
    split_ifs <;> subst_vars <;> constructor <;> linarith
  · have hN := hf.2
    simp only [Pi.add_apply, Pi.smul_apply, Pi.sub_apply, smul_eq_mul, sum_add_distrib,
      ← mul_sum, sum_sub_distrib, sum_pi_single', mem_univ, if_true, sub_self, mul_zero,
      add_zero]
    exact hN

omit [DecidableEq ι] in
/-- Mixtures of admissible occupations are admissible. -/
theorem convex_occupations (N : ℝ) : Convex ℝ (occupations N : Set (ι → ℝ)) := by
  intro x hx y hy a b ha hb hab
  refine ⟨fun k => ?_, ?_⟩
  · simp only [Pi.add_apply, Pi.smul_apply, smul_eq_mul]
    have h1 := mul_le_mul_of_nonneg_left (hx.1 k).2 ha
    have h2 := mul_le_mul_of_nonneg_left (hy.1 k).2 hb
    exact ⟨add_nonneg (mul_nonneg ha (hx.1 k).1) (mul_nonneg hb (hy.1 k).1), by linarith⟩
  · simp only [Pi.add_apply, Pi.smul_apply, smul_eq_mul, sum_add_distrib, ← mul_sum]
    rw [hx.2, hy.2, ← add_mul, hab, one_mul]

/-- Aufbau principle for Janak levels: at a local energy minimum with fixed electron number,
the level of an orbital that is not empty never exceeds that of an orbital that is not full. -/
theorem janakLevel_le_of_isLocalMinOn {E : (ι → ℝ) → ℝ} {f : ι → ℝ} {N : ℝ}
    (hf : f ∈ occupations N) (hE : DifferentiableAt ℝ E f)
    (hmin : IsLocalMinOn E (occupations N) f) {i j : ι} (hi : f i < 1) (hj : 0 < f j) :
    janakLevel E f j ≤ janakLevel E f i := by
  -- the largest charge that can be moved from `j` to `i`
  obtain ⟨t, ht, hti, htj⟩ : ∃ t : ℝ, 0 < t ∧ t ≤ 1 - f i ∧ t ≤ f j :=
    ⟨min (1 - f i) (f j), lt_min (by linarith) hj, min_le_left _ _, min_le_right _ _⟩
  have hmem := transfer_mem hf ht.le hti htj
  have hcone := sub_mem_posTangentConeAt_of_segment_subset
    ((convex_occupations N).segment_subset hf hmem)
  -- the energy cannot fall to first order along this transfer
  have h := hmin.hasFDerivWithinAt_nonneg hE.hasFDerivAt.hasFDerivWithinAt hcone
  rw [add_sub_cancel_left, map_smul, map_sub, smul_eq_mul] at h
  exact sub_nonneg.1 ((mul_nonneg_iff_of_pos_left ht).1 h)

/-- At a local energy minimum, any two fractionally occupied orbitals have the same Janak
level. -/
theorem janakLevel_eq_of_fractional {E : (ι → ℝ) → ℝ} {f : ι → ℝ} {N : ℝ}
    (hf : f ∈ occupations N) (hE : DifferentiableAt ℝ E f)
    (hmin : IsLocalMinOn E (occupations N) f) {i j : ι}
    (hi : 0 < f i ∧ f i < 1) (hj : 0 < f j ∧ f j < 1) :
    janakLevel E f i = janakLevel E f j :=
  le_antisymm (janakLevel_le_of_isLocalMinOn hf hE hmin hj.2 hi.1)
    (janakLevel_le_of_isLocalMinOn hf hE hmin hi.2 hj.1)

/-- Every local energy minimum with fixed electron number has a Fermi level. -/
theorem exists_isFermiLevel {E : (ι → ℝ) → ℝ} {f : ι → ℝ} {N : ℝ}
    (hf : f ∈ occupations N) (hE : DifferentiableAt ℝ E f)
    (hmin : IsLocalMinOn E (occupations N) f) : ∃ μ, IsFermiLevel E f μ := by
  by_cases hne : (univ.filter fun i => 0 < f i).Nonempty
  · -- take the highest level that holds charge
    obtain ⟨m, hm, hmax⟩ := exists_max_image _ (janakLevel E f) hne
    exact ⟨janakLevel E f m, fun i =>
      ⟨fun hi => janakLevel_le_of_isLocalMinOn hf hE hmin hi (mem_filter.1 hm).2,
        fun hi => hmax i (mem_filter.2 ⟨mem_univ i, hi⟩)⟩⟩
  · -- no electrons: any lower bound of the levels will do
    obtain ⟨μ, hμ⟩ := (Set.finite_range (janakLevel E f)).bddBelow
    exact ⟨μ, fun i => ⟨fun _ => hμ ⟨i, rfl⟩,
      fun hi => absurd ⟨i, mem_filter.2 ⟨mem_univ i, hi⟩⟩ hne⟩⟩

/-- The first-order energy change is the sum of the occupation changes times the Janak
levels. -/
theorem fderiv_eq_sum_janakLevel (E : (ι → ℝ) → ℝ) (f v : ι → ℝ) :
    fderiv ℝ E f v = ∑ i, v i * janakLevel E f i := by
  have hv : v = ∑ i, v i • (Pi.single i (1 : ℝ) : ι → ℝ) := by
    ext k
    simp [Finset.sum_apply, Pi.single_apply]
  calc fderiv ℝ E f v = fderiv ℝ E f (∑ i, v i • (Pi.single i (1 : ℝ) : ι → ℝ)) :=
        congrArg _ hv
    _ = ∑ i, v i * janakLevel E f i := by
        simp only [map_sum, map_smul, smul_eq_mul, janakLevel]

/-- For an energy convex in the occupations, admissible occupations at which it is differentiable
minimise the energy at fixed electron number exactly when they have a Fermi level. -/
theorem isMinOn_iff_exists_isFermiLevel {E : (ι → ℝ) → ℝ} {f : ι → ℝ} {N : ℝ}
    (hf : f ∈ occupations N) (hE : DifferentiableAt ℝ E f)
    (hconv : ConvexOn ℝ (occupations N) E) :
    IsMinOn E (occupations N) f ↔ ∃ μ, IsFermiLevel E f μ := by
  refine ⟨fun h => exists_isFermiLevel hf hE h.localize, ?_⟩
  rintro ⟨μ, hμ⟩
  refine isMinOn_iff.2 fun g hg => ?_
  -- the first-order change towards `g` is nonnegative, term by term relative to `μ`
  have hlin : 0 ≤ fderiv ℝ E f (g - f) := by
    have hsum : fderiv ℝ E f (g - f) = ∑ i, (g i - f i) * (janakLevel E f i - μ) := by
      rw [fderiv_eq_sum_janakLevel]
      simp only [Pi.sub_apply, mul_sub, sum_sub_distrib, ← sum_mul]
      rw [hg.2, hf.2, sub_self, zero_mul, sub_zero]
    rw [hsum]
    refine sum_nonneg fun i _ => ?_
    rcases lt_trichotomy (janakLevel E f i) μ with h | h | h
    · have hfull : 1 ≤ f i := le_of_not_gt fun hi => not_le_of_gt h ((hμ i).1 hi)
      exact mul_nonneg_of_nonpos_of_nonpos (by linarith [(hg.1 i).2]) (by linarith)
    · rw [h, sub_self, mul_zero]
    · have hempty : f i ≤ 0 := le_of_not_gt fun hi => not_le_of_gt h ((hμ i).2 hi)
      exact mul_nonneg (by linarith [(hg.1 i).1]) (by linarith)
  -- convexity: the energy lies above its tangent on the line from `f` to `g`
  have hline := hconv.comp_affineMap (AffineMap.lineMap (k := ℝ) f g)
  have hF : HasFDerivAt E (fderiv ℝ E f) (AffineMap.lineMap f g (0 : ℝ)) := by
    rw [AffineMap.lineMap_apply_zero]
    exact hE.hasFDerivAt
  have hD := hF.comp_hasDerivAt (0 : ℝ) AffineMap.hasDerivAt_lineMap
  have hslope := hline.le_slope_of_hasDerivAt (x := 0) (y := 1)
    (by simpa using hf) (by simpa using hg) one_pos hD
  simp only [slope_def_field, Function.comp_apply, AffineMap.lineMap_apply_zero,
    AffineMap.lineMap_apply_one, sub_zero, div_one] at hslope
  linarith

end

end JanakAufbau
```

```lean
#print axioms JanakAufbau.hasDerivAt_janakLevel
-- 'JanakAufbau.hasDerivAt_janakLevel' depends on axioms: [propext, Classical.choice, Quot.sound]
#print axioms JanakAufbau.janakLevel_eq_of_fractional
-- 'JanakAufbau.janakLevel_eq_of_fractional' depends on axioms: [propext, Classical.choice, Quot.sound]
#print axioms JanakAufbau.isMinOn_iff_exists_isFermiLevel
-- 'JanakAufbau.isMinOn_iff_exists_isFermiLevel' depends on axioms: [propext, Classical.choice, Quot.sound]
```

The finite type `ι` labels the orbitals, and `occupations N` is the admissible set. `janakLevel E f i` is the derivative of E along e_i; `hasDerivAt_janakLevel` identifies it with the ordinary derivative in f_i alone.

The main theorem is `janakLevel_le_of_isLocalMinOn`. Like every theorem here about a minimum, it assumes that E is differentiable at f, even where the docstring does not say so. Where E is not differentiable, Lean sets `fderiv` to 0, and `fderiv_eq_sum_janakLevel` then says nothing about the energy. `transfer_mem` admits the full transfer t, and `convex_occupations` admits the segment leading to it. The transfer is therefore a feasible direction, along which `hasFDerivWithinAt_nonneg` gives 0 ≤ t(ε_i − ε_j); the last line divides by t.

`exists_isFermiLevel` splits on whether any orbital holds charge. In `isMinOn_iff_exists_isFermiLevel`, `fderiv_eq_sum_janakLevel` expands the first-order change, `lt_trichotomy` settles the sign of each term, and `le_slope_of_hasDerivAt` supplies the tangent inequality.

## Fractional trial occupations, smoothness and convexity

The minimum must be taken over fractional occupations too. For E = f_1² + f_2² and N = 1, the point (0, 1) is a minimiser among integer occupations, yet ε_2 = 2 exceeds ε_1 = 0; moving half an electron lowers E from 1 to 1/2.

Differentiability is two-sided even at f_i = 0 or 1, so E must be defined past those values in a way that makes it differentiable at f, and an energy with a kink at f is not covered.

Without convexity, a Fermi level does not certify a minimum. For E = −f_1² − f_2² and N = 1, both levels at (1/2, 1/2) equal −1, but the energy there is −1/2, against −1 at (1, 0). Correct Aufbau filling alone thus does not confirm a global minimum over occupations. It does when the energy is also convex in them, as it is for non-interacting electrons with fixed levels.
